# Iterated McWeeny purification acts on each eigenvalue of a Hermitian matrix and keeps its eigenvectors

McWeeny purification replaces a matrix `D` by 3`D`² − 2`D`³, a step used in electronic-structure theory to drive an approximate density matrix towards a projector. The theorem `iterate_eq` says that, for a finite complex Hermitian matrix, `k` such steps give the matrix that is diagonal in the chosen orthonormal eigenbasis of `D`, with each eigenvalue put `k` times through the same polynomial. It holds for every `k` and assumes nothing about the trace or the range of the eigenvalues, nor does it claim that the iteration converges. The proof goes by induction on `k`: it writes the next step in the eigenbasis, gathers the diagonal matrices into one, and compares their entries.

The first attempt, which Lean rejects:

```lean
import Mathlib

open Matrix Filter
open scoped Topology

namespace McWeenyWindow

noncomputable section

/-- One McWeeny purification step, `3x² - 2x³`, for a number or a matrix. -/
def mcWeeny {R : Type*} [Ring R] (x : R) : R := 3 * x ^ 2 - 2 * x ^ 3

variable {n : Type*} [Fintype n] [DecidableEq n] {D : Matrix n n ℂ}

/-- The matrix that is diagonal in the chosen orthonormal eigenbasis of `D`, with prescribed real
eigenvalues `s`. -/
def inEigenbasis (hD : D.IsHermitian) (s : n → ℝ) : Matrix n n ℂ :=
  (hD.eigenvectorUnitary : Matrix n n ℂ) * diagonal (fun i => (s i : ℂ)) *
    star (hD.eigenvectorUnitary : Matrix n n ℂ)

lemma star_mul_eigen (hD : D.IsHermitian) :
    star (hD.eigenvectorUnitary : Matrix n n ℂ) * (hD.eigenvectorUnitary : Matrix n n ℂ) = 1 :=
  Matrix.mem_unitaryGroup_iff'.1 hD.eigenvectorUnitary.2

lemma inEigenbasis_eigenvalues (hD : D.IsHermitian) :
    inEigenbasis hD hD.eigenvalues = D := by
  have h := hD.spectral_theorem
  rw [Unitary.conjStarAlgAut_apply] at h
  exact h.symm

lemma inEigenbasis_mul (hD : D.IsHermitian) (s t : n → ℝ) :
    inEigenbasis hD s * inEigenbasis hD t = inEigenbasis hD (fun i => s i * t i) := by
  have h := star_mul_eigen hD
  unfold inEigenbasis
  generalize (hD.eigenvectorUnitary : Matrix n n ℂ) = U at h ⊢
  calc _ = U * diagonal (fun i => (s i : ℂ)) * (star U * U) *
        diagonal (fun i => (t i : ℂ)) * star U := by simp only [Matrix.mul_assoc]
    _ = _ := by
      rw [h, Matrix.mul_one, Matrix.mul_assoc U, diagonal_mul_diagonal]
      simp only [Complex.ofReal_mul]

/-- Purifying `D` repeatedly purifies each eigenvalue and keeps the eigenvectors. -/
theorem iterate_eq (hD : D.IsHermitian) (k : ℕ) :
    mcWeeny^[k] D = inEigenbasis hD (fun i => mcWeeny^[k] (hD.eigenvalues i)) := by
  induction k with
  | zero => exact (inEigenbasis_eigenvalues hD).symm
  | succ k ih =>
    rw [Function.iterate_succ_apply', ih]
    simp only [Function.iterate_succ_apply']
    generalize (fun i => mcWeeny^[k] (hD.eigenvalues i)) = s
      at *
    simp only [mcWeeny, pow_succ, pow_zero, one_mul, inEigenbasis_mul]
    unfold inEigenbasis
    generalize (hD.eigenvectorUnitary : Matrix n n ℂ) = U
    have e : ∀ A B : Matrix n n ℂ, 3 * (U * A * star U) - 2 * (U * B * star U) =
        U * (A + A + A - (B + B)) * star U := by intro A B; noncomm_ring
    rw [e, diagonal_add, diagonal_add, diagonal_add, diagonal_sub]
    congr 3
    funext i
    push_cast
    ring

end

end McWeenyWindow
```

Compiling this gives:

```
Try this:
  [apply] ring_nf
  
  The `ring` tactic failed to close the goal. Use `ring_nf` to obtain a normal form.
    
  Note that `ring` works primarily in *commutative* rings. If you have a noncommutative ring, abelian group or module, consider using `noncomm_ring`, `abel` or `module` instead.
Main.lean:47:14: error: unsolved goals
case succ.e_a.e_a
n : Type u_1
inst✝¹ : Fintype n
inst✝ : DecidableEq n
D : Matrix n n ℂ
hD : D.IsHermitian
k : ℕ
s : n → ℝ
ih : mcWeeny^[k] D = inEigenbasis hD s
U : Matrix n n ℂ
e : ∀ (A B : Matrix n n ℂ), 3 * (U * A * star U) - 2 * (U * B * star U) = U * (A + A + A - (B + B)) * star U
i : n
⊢ ↑(s i) ^ 2 * 3 - ↑(s i) ^ 3 * 2 =
    ↑(mcWeeny^[k] (hD.eigenvalues i)) ^ 2 * 3 - ↑(mcWeeny^[k] (hD.eigenvalues i)) ^ 3 * 2
```

Lean accepts the file once it reads:

```diff
@@ -48,6 +48,5 @@
     rw [Function.iterate_succ_apply', ih]
     simp only [Function.iterate_succ_apply']
-    generalize (fun i => mcWeeny^[k] (hD.eigenvalues i)) = s
-      at *
+
     simp only [mcWeeny, pow_succ, pow_zero, one_mul, inEigenbasis_mul]
     unfold inEigenbasis
```

What went wrong. The error is a goal left open at the end of the `succ` case. The two sides are the same polynomial, but in `s i` on the left and in `mcWeeny^[k] (hD.eigenvalues i)` on the right.

The `generalize` caused this split. It replaces occurrences of the whole function `fun i => mcWeeny^[k] (hD.eigenvalues i)` by `s`. The left side contained that function, as did `ih`. On the right, the preceding `simp only` had produced `fun i => mcWeeny (mcWeeny^[k] (hD.eigenvalues i))`, where the iterate appears only applied to `i`, under another binder, so nothing matched. No equation defining `s` was kept, and `ring` had to treat the two values as unrelated.

The "Try this" message reports that `ring` could only normalise the goal. Its hint about noncommutative rings does not apply, since the entries are complex numbers.

Deleting the `generalize` leaves the same expression on both sides, and `ring` closes the goal. The blank line left in its place has no effect.
